# Simpson's rule in ln r on a logarithmic radial mesh gives the integral of r^p, p ≠ −1, times a factor fixed by (p+1)h, where h is the step in ln r

The theorem `logSimpson_rpow` concerns the radial mesh r_i = r0 e^(ih), with r0 > 0 and h > 0, and the integral of r^p dr from r0 to the finite radius r0 e^(2nh), for real p ≠ −1 and n > 0 double steps. It states that this integral is positive and that the composite Simpson rule in ln r returns exactly ρ((p+1)h) times it, where ρ(t) = t(cosh t + 2)/(3 sinh t). The proof notes that the samples r_i^p · r_i form a geometric sequence, finds the ratio of Simpson's value to the integral for a single double step, and carries it to the whole sum by induction. The closed form of the integral then gives the result.

This version doesn't compile in Lean 4 with Mathlib:

```lean
import Mathlib

open Finset Filter Topology

namespace LogSimpsonRpow

noncomputable section

/-- The logarithmic radial mesh `r_i = r0 e^(ih)`. -/
def mesh (r0 h : ℝ) (i : ℕ) : ℝ := r0 * Real.exp (i * h)

/-- Composite Simpson rule in `x = ln r` with `n` double steps for the integral of `g(r) dr`;
the samples are `g(r_i) r_i` because `dr = r dx`. -/
def logSimpson (g : ℝ → ℝ) (r0 h : ℝ) (n : ℕ) : ℝ :=
  ∑ k ∈ range n, h / 3 * (g (mesh r0 h (2 * k)) * mesh r0 h (2 * k)
    + 4 * (g (mesh r0 h (2 * k + 1)) * mesh r0 h (2 * k + 1))
    + g (mesh r0 h (2 * k + 2)) * mesh r0 h (2 * k + 2))

/-- The Simpson factor `ρ(t) = t (cosh t + 2) / (3 sinh t)`, meant for `t ≠ 0`. -/
def rho (t : ℝ) : ℝ := t * (Real.cosh t + 2) / (3 * Real.sinh t)

/-- For `r0, h > 0`, `p ≠ -1` and any number `n > 0` of double steps, the integral of `r^p` over
the mesh is positive and Simpson's rule in `ln r` returns it times `ρ((p+1)h)`. -/
theorem logSimpson_rpow {r0 h p : ℝ} (hr : 0 < r0) (hh : 0 < h) (hp : p ≠ -1)
    {n : ℕ} (hn : 0 < n) :
    0 < ∫ r in r0..mesh r0 h (2 * n), r ^ p ∧
    logSimpson (fun r => r ^ p) r0 h n
      = rho ((p + 1) * h) * ∫ r in r0..mesh r0 h (2 * n), r ^ p := by
  have hq : p + 1 ≠ 0 := fun e => hp (by linarith)
  have hlt : r0 < mesh r0 h (2 * n) := by
    have h1 : 1 < Real.exp (((2 * n : ℕ) : ℝ) * h) := Real.one_lt_exp_iff.2 (by positivity)
    unfold mesh
    nlinarith [mul_pos hr (sub_pos.2 h1)]
  have h0 : (0 : ℝ) ∉ Set.uIcc r0 (mesh r0 h (2 * n)) := by
    intro hm
    rw [Set.uIcc_of_le hlt.le] at hm
    linarith [hm.1]
  -- powers of the mesh radii form a geometric sequence
  have hm : ∀ i, mesh r0 h i ^ (p + 1) = r0 ^ (p + 1) * Real.exp ((p + 1) * h) ^ i := by
    intro i
    rw [mesh, Real.mul_rpow hr.le (Real.exp_pos _).le, ← Real.exp_mul, ← Real.exp_nat_mul]
    congr 2
    ring
  have hw : ∀ i, mesh r0 h i ^ p * mesh r0 h i
      = r0 ^ (p + 1) * Real.exp ((p + 1) * h) ^ i := by
    intro i
    rw [← hm i, Real.rpow_add_one (mul_pos hr (Real.exp_pos _)).ne']
  -- the ratio for a single panel
  have key : (p + 1) * h / 3 * (1 + 4 * Real.exp ((p + 1) * h) + Real.exp ((p + 1) * h) ^ 2)
      = rho ((p + 1) * h) * (Real.exp ((p + 1) * h) ^ 2 - 1) := by
    have ht : (p + 1) * h ≠ 0 := mul_ne_zero hq hh.ne'
    generalize (p + 1) * h = t at ht ⊢
    have hs : Real.sinh t ≠ 0 := mt Real.sinh_eq_zero.1 ht
    have e1 : Real.exp t ^ 2 - 1 = 2 * Real.exp t * Real.sinh t := by
      rw [← Real.cosh_add_sinh]
      linear_combination Real.cosh_sq t
    have e2 : 1 + 4 * Real.exp t + Real.exp t ^ 2 = 2 * Real.exp t * (Real.cosh t + 2) := by
      rw [← Real.cosh_add_sinh]
      linear_combination -Real.cosh_sq t
    rw [e1, e2, rho]
    field_simp
  -- every panel has the same ratio, so the sum has it too
  have hS : ∀ m, (p + 1) * logSimpson (fun r => r ^ p) r0 h m = rho ((p + 1) * h)
      * (r0 ^ (p + 1) * Real.exp ((p + 1) * h) ^ (2 * m) - r0 ^ (p + 1)) := by
    intro m
    simp only [logSimpson, hw]
    induction m with
    | zero => simp
    | succ m ih =>
      rw [sum_range_succ]
      linear_combination ih + r0 ^ (p + 1) * Real.exp ((p + 1) * h) ^ (2 * m) * key
  constructor
  · exact intervalIntegral.intervalIntegral_pos_of_pos_on
      (intervalIntegral.intervalIntegrable_rpow (Or.inr h0))
      (fun x hx => Real.rpow_pos_of_pos (hr.trans hx.1) p) hlt
  · rw [integral_rpow (Or.inr ⟨hp, h0⟩), hm, ← mul_div_assoc, eq_div_iff hq]
    linear_combination hS n

end

end LogSimpsonRpow
```

Lean reports:

```
Main.lean:47:16: error: Tactic `rewrite` failed: Did not find an occurrence of the pattern
  (r0 * Real.exp ?m.334) ^ (?y + 1)
in the target expression
  mesh r0 h i ^ p * mesh r0 h i = mesh r0 h i ^ (p + 1)

r0 h p : ℝ
hr : 0 < r0
hh : 0 < h
hp : p ≠ -1
n : ℕ
hn : 0 < n
hq : p + 1 ≠ 0
hlt : r0 < mesh r0 h (2 * n)
h0 : 0 ∉ Set.uIcc r0 (mesh r0 h (2 * n))
hm : ∀ (i : ℕ), mesh r0 h i ^ (p + 1) = r0 ^ (p + 1) * Real.exp ((p + 1) * h) ^ i
i : ℕ
⊢ mesh r0 h i ^ p * mesh r0 h i = mesh r0 h i ^ (p + 1)
```

Fix (accepted with no message):

```diff
@@ -45,5 +45,6 @@
       = r0 ^ (p + 1) * Real.exp ((p + 1) * h) ^ i := by
     intro i
-    rw [← hm i, Real.rpow_add_one (mul_pos hr (Real.exp_pos _)).ne']
+    have hpos : 0 < mesh r0 h i := mul_pos hr (Real.exp_pos _)
+    rw [← hm i, Real.rpow_add_one hpos.ne']
   -- the ratio for a single panel
   have key : (p + 1) * h / 3 * (1 + 4 * Real.exp ((p + 1) * h) + Real.exp ((p + 1) * h) ^ 2)
```

The one error is in the proof of `hw`, at the rewrite with `Real.rpow_add_one`. This lemma turns `x ^ (y + 1)` into `x ^ y * x` for nonzero `x`, and here Lean reads `x` off the proof that it is nonzero. The term `(mul_pos hr (Real.exp_pos _)).ne'` is about a product `r0 * Real.exp _`, so the rewrite looks for a power of such a product. The goal has `mesh r0 h i ^ (p + 1)` instead. The two bases are equal by the definition of `mesh`, but `rw` does not unfold an ordinary definition when it looks for its pattern, so it finds no match.

The repair first states the same positivity proof as `hpos : 0 < mesh r0 h i`. Lean accepts it, because checking a term against a stated type may unfold `mesh`. Now `hpos.ne'` is about `mesh r0 h i`, the pattern matches the goal, and the rewrite makes the two sides identical, which `rw` closes by itself.
